# A ferromagnetic ring of $N\ge 2$ classical moments can lose its net moment for at most $2\pi^2J/N$ in exchange energy

## If every bond is twisted, why is the total so small?

Heat a ferromagnetic metal and its magnetisation disappears. In the Stoner picture this happens because the exchange splitting closes and the moment on every atom shrinks to nothing, which costs a fixed energy per atom. I keep reading that the moments could instead keep their length and merely turn away from each other, and that this is far cheaper.

I don't see why. Take a closed ring of $N$ moments and turn them steadily through one full circle. Now no bond is satisfied any more, and a longer ring has more unsatisfied bonds. Shouldn't the total cost grow with $N$, or at least stay finite? And is there some leftover misfit where the ring closes?

## Each of the $N$ bonds pays only an energy of order $J/N^2$

A longer ring has more twisted bonds, but each is twisted less, and the energy of a bond is quadratic in a small twist. So $N$ bonds at a cost of order $J/N^2$ each give a total of order $J/N$. The closing bond is twisted exactly like the others. This holds for classical moments of fixed length with nearest-neighbour exchange.

Let $s_j$ be the unit vector at site $j$, with $j+1$ taken around the ring, and let

$$E=-J\sum_j s_j\cdot s_{j+1},\qquad J>0.$$

A bond has energy $-J$ when its two moments are parallel and $+J$ when they are antiparallel, so the positive sign of $J$ makes the ring ferromagnetic.

**The lowest energy.** For unit vectors $|s_{j+1}-s_j|^2=2-2\,s_j\cdot s_{j+1}$. Summing over the $N$ bonds and multiplying by $J/2$ gives

$$E+JN=\frac J2\sum_j|s_{j+1}-s_j|^2\ \ge 0.$$

Hence $E\ge -JN$. Equality forces every difference to vanish, so each moment equals the next and, going round the ring, all are parallel. Conversely, parallel moments give $E=-JN$.

**The cost of a spiral.** Let the spiral make $q$ turns, so that the angle between neighbours is $\alpha=2\pi q/N$. Put $\theta_j=\alpha j$ for $j=0,\dots,N-1$ and $s_j=(\cos\theta_j,\sin\theta_j,0)$. These are unit vectors. Inside the ring $\theta_{j+1}=\theta_j+\alpha$. At the closing bond $\theta_{N-1}+\alpha=N\alpha=2\pi q=\theta_0+2\pi q$, which differs from $\theta_0$ by whole turns only. Every bond therefore contributes

$$s_j\cdot s_{j+1}=\cos\theta_j\cos\theta_{j+1}+\sin\theta_j\sin\theta_{j+1}=\cos\alpha,$$

and the energy above the minimum is $JN(1-\cos\alpha)$. Since $\cos x\ge 1-x^2/2$,

$$JN(1-\cos\alpha)\le JN\cdot\frac12\left(\frac{2\pi q}{N}\right)^2=\frac{2\pi^2q^2J}{N}.$$

For fixed $q$ this tends to zero as $N$ grows.

**The total moment.** Write $C=\sum_j\cos\theta_j$ and $S=\sum_j\sin\theta_j$. Shifting the summation by one site changes neither sum, but it advances every angle by $\alpha$:

$$C=C\cos\alpha-S\sin\alpha,\qquad S=S\cos\alpha+C\sin\alpha.$$

Multiply the first equation by $C$, the second by $S$, and add. The mixed terms cancel, leaving $(1-\cos\alpha)(C^2+S^2)=0$. The first factor is zero only if $\alpha$ is a multiple of $2\pi$, that is, if $N$ divides $q$. Otherwise $C=S=0$. For one turn and $N\ge2$ the total moment is thus zero.

For $N=100$ the one-turn spiral costs about $0.197\,J$. Compare a ring of even length with one half up and the other half down: its net moment is also zero, but its two reversed bonds cost $4J$ at any length. For even $N\ge6$ the spiral is cheaper, because its intermediate directions spread each reversal over several bonds. At $N=4$ there is no saving yet: its four right-angled bonds also cost $4J$. At $N=2$ there are no intermediate directions, the "spiral" is an antiparallel pair, and both arrangements cost $4J$.

Here is the same argument in Lean 4 with Mathlib.

```lean
import Mathlib

open Matrix Filter
open scoped Real

namespace SpinSpiralRing

noncomputable section

/-- Exchange energy `-J ∑ s_j · s_(j+1)` of classical moments on a closed ring of `N` sites. -/
def energy {N : ℕ} [NeZero N] (J : ℝ) (s : ZMod N → Fin 3 → ℝ) : ℝ :=
  -J * ∑ j, s j ⬝ᵥ s (j + 1)

/-- Angle between neighbouring moments of a spiral that makes `q` turns on `N ≥ 1` sites. -/
def pitch (N q : ℕ) : ℝ := 2 * π * q / N

/-- Direction angle of the moment at site `j` of the spiral with `q` turns on `N ≥ 1` sites. -/
def phase (N q : ℕ) (j : ZMod N) : ℝ := pitch N q * j.val

/-- The planar spiral with `q` turns on a ring of `N ≥ 1` sites. -/
def spiral (N q : ℕ) (j : ZMod N) : Fin 3 → ℝ :=
  ![Real.cos (phase N q j), Real.sin (phase N q j), 0]

/-- For unit moments, the energy above `-JN` is `J/2` times the sum of the squared
differences between neighbouring moments. -/
theorem energy_excess {N : ℕ} [NeZero N] (J : ℝ) (s : ZMod N → Fin 3 → ℝ)
    (hs : ∀ j, s j ⬝ᵥ s j = 1) :
    energy J s + J * N = J / 2 * ∑ j, (s (j + 1) - s j) ⬝ᵥ (s (j + 1) - s j) := by
  have h : ∀ j, (s (j + 1) - s j) ⬝ᵥ (s (j + 1) - s j) = 2 - 2 * (s j ⬝ᵥ s (j + 1)) := by
    intro j
    rw [sub_dotProduct, dotProduct_sub, dotProduct_sub, hs, hs,
      dotProduct_comm (s (j + 1)) (s j)]
    ring
  simp only [h, Finset.sum_sub_distrib, ← Finset.mul_sum, Finset.sum_const,
    Finset.card_univ, ZMod.card, nsmul_eq_mul, energy]
  ring

/-- For `J > 0` and unit moments the energy is at least `-JN`, with equality exactly when
all moments are parallel. -/
theorem ground_state {N : ℕ} [NeZero N] {J : ℝ} (hJ : 0 < J) (s : ZMod N → Fin 3 → ℝ)
    (hs : ∀ j, s j ⬝ᵥ s j = 1) :
    -J * N ≤ energy J s ∧ (energy J s = -J * N ↔ ∀ j, s j = s 0) := by
  have e := energy_excess J s hs
  have hn : ∀ j, 0 ≤ (s (j + 1) - s j) ⬝ᵥ (s (j + 1) - s j) := fun j =>
    Finset.sum_nonneg fun i _ => mul_self_nonneg ((s (j + 1) - s j) i)
  refine ⟨?_, fun h => ?_, fun h => ?_⟩
  · have := mul_nonneg (half_pos hJ).le (Finset.sum_nonneg fun j (_ : j ∈ Finset.univ) => hn j)
    linarith
  · -- every bond term vanishes, so neighbours agree all the way round the ring
    have h1 : J / 2 * ∑ j, (s (j + 1) - s j) ⬝ᵥ (s (j + 1) - s j) = 0 := by linarith
    have h0 := (mul_eq_zero.mp h1).resolve_left (half_pos hJ).ne'
    have step : ∀ j, s (j + 1) = s j := fun j =>
      sub_eq_zero.mp (dotProduct_self_eq_zero.mp
        ((Finset.sum_eq_zero_iff_of_nonneg fun j _ => hn j).mp h0 j (Finset.mem_univ j)))
    have all : ∀ n : ℕ, s (n : ZMod N) = s 0 := by
      intro n
      induction n with
      | zero => rw [Nat.cast_zero]
      | succ n ih => rw [Nat.cast_add, Nat.cast_one, step, ih]
    intro j
    rw [← ZMod.natCast_zmod_val j]
    exact all _
  · have h0 : ∑ j, (s (j + 1) - s j) ⬝ᵥ (s (j + 1) - s j) = 0 :=
      Finset.sum_eq_zero fun j _ => by
        rw [h (j + 1), h j, sub_self]
        simp
    rw [h0, mul_zero] at e
    linarith

/-- One step along the ring advances the phase by the pitch, up to whole turns. -/
theorem phase_succ (N q : ℕ) [NeZero N] (j : ZMod N) :
    ∃ m : ℕ, phase N q j + pitch N q = phase N q (j + 1) + m * (2 * π) := by
  have h : (j + 1).val = (j.val + 1) % N := by
    rw [← ZMod.val_natCast, Nat.cast_add, Nat.cast_one, ZMod.natCast_zmod_val]
  have hk : j.val + 1 = (j + 1).val + N * ((j.val + 1) / N) := by
    rw [h]
    exact (Nat.mod_add_div _ _).symm
  have hN : (N : ℝ) ≠ 0 := Nat.cast_ne_zero.mpr (NeZero.ne N)
  have hp : pitch N q * N = 2 * π * q := div_mul_cancel₀ _ hN
  generalize (j.val + 1) / N = k at hk
  have hr : (j.val : ℝ) + 1 = (j + 1).val + N * k := by exact_mod_cast hk
  refine ⟨q * k, ?_⟩
  rw [Nat.cast_mul]
  unfold phase
  linear_combination pitch N q * hr + k * hp

/-- Every moment of the spiral has unit length. -/
theorem spiral_unit (N q : ℕ) (j : ZMod N) : spiral N q j ⬝ᵥ spiral N q j = 1 := by
  have h := Real.cos_sq_add_sin_sq (phase N q j)
  simp only [spiral, dotProduct, Fin.sum_univ_three, Matrix.cons_val]
  linarith

/-- The total moment of the spiral vanishes when the number of sites does not divide the
number of turns. -/
theorem spiral_total (N q : ℕ) [NeZero N] (hq : ¬ N ∣ q) : ∑ j, spiral N q j = 0 := by
  have hN : (N : ℝ) ≠ 0 := Nat.cast_ne_zero.mpr (NeZero.ne N)
  have hc : 1 - Real.cos (pitch N q) ≠ 0 := by
    intro h
    obtain ⟨n, hn⟩ := (Real.cos_eq_one_iff _).mp (sub_eq_zero.mp h).symm
    have hp : pitch N q * N = 2 * π * q := div_mul_cancel₀ _ hN
    have h2 : (q : ℝ) = N * n := by
      apply mul_left_cancel₀ Real.two_pi_pos.ne'
      rw [← hp, ← hn]
      ring
    exact hq (Int.natCast_dvd_natCast.mp ⟨n, by exact_mod_cast h2⟩)
  -- relabelling the sites rotates the total moment by the pitch
  have hC : ∑ j, Real.cos (phase N q j) = (∑ j, Real.cos (phase N q j)) * Real.cos (pitch N q)
      - (∑ j, Real.sin (phase N q j)) * Real.sin (pitch N q) := by
    rw [Finset.sum_mul, Finset.sum_mul, ← Finset.sum_sub_distrib,
      ← Equiv.sum_comp (Equiv.addRight (1 : ZMod N)) (fun j => Real.cos (phase N q j))]
    refine Finset.sum_congr rfl fun j _ => ?_
    obtain ⟨m, hm⟩ := phase_succ N q j
    rw [← Real.cos_add, hm, Real.cos_add_nat_mul_two_pi, Equiv.coe_addRight]
  have hS : ∑ j, Real.sin (phase N q j) = (∑ j, Real.sin (phase N q j)) * Real.cos (pitch N q)
      + (∑ j, Real.cos (phase N q j)) * Real.sin (pitch N q) := by
    rw [Finset.sum_mul, Finset.sum_mul, ← Finset.sum_add_distrib,
      ← Equiv.sum_comp (Equiv.addRight (1 : ZMod N)) (fun j => Real.sin (phase N q j))]
    refine Finset.sum_congr rfl fun j _ => ?_
    obtain ⟨m, hm⟩ := phase_succ N q j
    rw [← Real.sin_add, hm, Real.sin_add_nat_mul_two_pi, Equiv.coe_addRight]
  -- a vector fixed by a non-trivial rotation of the plane is zero
  have key : ∀ C S c d : ℝ, 1 - c ≠ 0 → C = C * c - S * d → S = S * c + C * d →
      C = 0 ∧ S = 0 := by
    intro C S c d h h1 h2
    have h3 : (1 - c) * (C ^ 2 + S ^ 2) = 0 := by linear_combination C * h1 + S * h2
    have h4 := (mul_eq_zero.mp h3).resolve_left h
    exact ⟨pow_eq_zero_iff two_ne_zero |>.mp (by linarith [sq_nonneg C, sq_nonneg S]),
      pow_eq_zero_iff two_ne_zero |>.mp (by linarith [sq_nonneg C, sq_nonneg S])⟩
  obtain ⟨h1, h2⟩ := key _ _ _ _ hc hC hS
  ext i
  fin_cases i <;> simp [spiral, Finset.sum_apply, h1, h2]

/-- The spiral with `q` turns lies `JN(1 - cos(2πq/N))` above the energy `-JN`. -/
theorem spiral_cost (N q : ℕ) [NeZero N] (J : ℝ) :
    energy J (spiral N q) + J * N = J * N * (1 - Real.cos (2 * π * q / N)) := by
  have h : ∀ j, spiral N q j ⬝ᵥ spiral N q (j + 1) = Real.cos (pitch N q) := by
    intro j
    obtain ⟨m, hm⟩ := phase_succ N q j
    have hd : pitch N q = phase N q (j + 1) - phase N q j + m * (2 * π) := by linarith
    rw [hd, Real.cos_add_nat_mul_two_pi, Real.cos_sub]
    simp only [spiral, dotProduct, Fin.sum_univ_three, Matrix.cons_val]
    ring
  simp only [energy, h, Finset.sum_const, Finset.card_univ, ZMod.card, nsmul_eq_mul, pitch]
  ring

/-- For `J ≥ 0` the spiral with `q` turns costs at most `2π²q²J/N`. -/
theorem spiral_cost_le (N q : ℕ) [NeZero N] {J : ℝ} (hJ : 0 ≤ J) :
    energy J (spiral N q) + J * N ≤ 2 * π ^ 2 * q ^ 2 * J / N := by
  have hN : (N : ℝ) ≠ 0 := Nat.cast_ne_zero.mpr (NeZero.ne N)
  have hc := Real.one_sub_sq_div_two_le_cos (x := 2 * π * q / N)
  rw [spiral_cost]
  calc J * N * (1 - Real.cos (2 * π * q / N))
      ≤ J * N * ((2 * π * q / N) ^ 2 / 2) :=
        mul_le_mul_of_nonneg_left (by linarith) (by positivity)
    _ = 2 * π ^ 2 * q ^ 2 * J / N := by field_simp

/-- On a ring of `N ≥ 2` sites with `J > 0`, the one-turn spiral has unit moments and zero
total moment, and lies `JN(1 - cos(2π/N)) ≤ 2π²J/N` above the energy `-JN`. -/
theorem transverse_disorder_is_cheap (N : ℕ) [NeZero N] (hN : 2 ≤ N) {J : ℝ} (hJ : 0 < J) :
    (∀ j, spiral N 1 j ⬝ᵥ spiral N 1 j = 1) ∧ ∑ j, spiral N 1 j = 0 ∧
    energy J (spiral N 1) - (-J * N) = J * N * (1 - Real.cos (2 * π / N)) ∧
    J * N * (1 - Real.cos (2 * π / N)) ≤ 2 * π ^ 2 * J / N := by
  have h1 := spiral_cost N 1 J
  have h2 := spiral_cost_le N 1 hJ.le
  rw [Nat.cast_one, mul_one] at h1
  rw [Nat.cast_one, one_pow, mul_one] at h2
  refine ⟨spiral_unit N 1, spiral_total N 1 fun h => ?_, by linarith, by linarith⟩
  have := Nat.le_of_dvd one_pos h
  omega

/-- For `J ≥ 0` and a fixed number of turns, the energy of the spiral above `-JN` tends to
zero as the ring grows. -/
theorem spiral_cost_tendsto (q : ℕ) {J : ℝ} (hJ : 0 ≤ J) :
    Tendsto (fun n : ℕ => energy J (spiral (n + 1) q) + J * ((n + 1 : ℕ) : ℝ))
      atTop (nhds 0) := by
  refine squeeze_zero (fun n => ?_) (fun n => spiral_cost_le (n + 1) q hJ)
    ((tendsto_const_div_atTop_nhds_zero_nat (2 * π ^ 2 * q ^ 2 * J)).comp
      (tendsto_add_atTop_nat 1))
  rw [spiral_cost]
  exact mul_nonneg (mul_nonneg hJ (Nat.cast_nonneg _)) (sub_nonneg.mpr (Real.cos_le_one _))

end

end SpinSpiralRing
```

```lean
#print axioms SpinSpiralRing.energy_excess
-- 'SpinSpiralRing.energy_excess' depends on axioms: [propext, Classical.choice, Quot.sound]
#print axioms SpinSpiralRing.ground_state
-- 'SpinSpiralRing.ground_state' depends on axioms: [propext, Classical.choice, Quot.sound]
#print axioms SpinSpiralRing.transverse_disorder_is_cheap
-- 'SpinSpiralRing.transverse_disorder_is_cheap' depends on axioms: [propext, Classical.choice, Quot.sound]
#print axioms SpinSpiralRing.spiral_cost_tendsto
-- 'SpinSpiralRing.spiral_cost_tendsto' depends on axioms: [propext, Classical.choice, Quot.sound]
```

**What the statements say.** The sites are `ZMod N`, the integers modulo $N$, so `j + 1` closes the ring by itself. The hypothesis `[NeZero N]` says that there is at least one site. A configuration is a function `s : ZMod N → Fin 3 → ℝ`, one real three-vector per site, and `⬝ᵥ` is the ordinary dot product. Unit length is expressed as `s j ⬝ᵥ s j = 1`. The sum in `energy` has one term per site, so each bond is counted once; for $N=2$ the two terms join the same pair of moments. The size of the physical moment is absorbed into $J$.

The letter `q` counts turns. It isn't the wave vector, for which textbooks often use the same letter. The angle $\alpha$ is called `pitch`, a word that elsewhere often means the length of one full turn, and $\theta_j$ is called `phase`.

The main theorem, `transverse_disorder_is_cheap`, takes $N\ge2$ and $J>0$ and states four things about the one-turn spiral: its moments have unit length, their sum is zero, its energy lies exactly $JN(1-\cos(2\pi/N))$ above $-JN$, and this amount is at most $2\pi^2J/N$. That $-JN$ is the minimum, reached only by parallel moments, is the content of `ground_state`. The limit is `spiral_cost_tendsto`, for any fixed number of turns and $J\ge0$; there the ring has `n + 1` sites, so that it is never empty.

The word "disorder" in the theorem's name needs some caution. The spiral is one perfectly regular configuration, and its low energy shows that a vanishing net moment need not be expensive. Complete disorder is not that cheap: moments with independent directions, each uniformly distributed over the sphere, cost $J$ per bond on average, so $JN$ in total. Temperature and entropy don't enter, so nothing follows about a Curie temperature. The step from this ring to a real metal is the assumption that the electrons' energy depends on the moments only through their directions, as a nearest-neighbour exchange between moments of fixed length. Geometry matters too: in a three-dimensional block of side $L$ sites, twisted along one axis, there are $L^2$ parallel chains, so the total cost grows like $JL$ while the cost per site falls like $J/L^2$.

**How the proof is built.** `energy_excess` is the identity with the squared differences. Its inner statement `h` expands one square using the unit lengths, and the sum over bonds then follows by algebra. In `ground_state`, a sum of non-negative terms that equals zero has only zero terms; this gives `step`, the equality of neighbours. The induction `all` carries that equality from site 0 around the ring.

`phase_succ` deals with the closing bond. Division with remainder writes `j.val + 1` as `(j + 1).val + N * k`, where $k$ is 1 at the last site and 0 elsewhere. Multiplying by the pitch turns $Nk$ sites into $qk$ whole turns, which the sine and cosine ignore. `spiral_cost` uses this to give every bond the value $\cos\alpha$, by the cosine formula for a difference, and `spiral_cost_le` applies the quadratic bound on the cosine.

In `spiral_total`, the shift by one site is `Equiv.addRight (1 : ZMod N)`, and `hC` and `hS` are the two equations for $C$ and $S$. The statement `key` combines them just as above: `linear_combination C * h1 + S * h2` is the multiplication and addition. The assumption that $N$ does not divide $q$ enters through `hc`, which says $1-\cos\alpha\neq0$. The main theorem sets $q=1$, and the limit follows by squeezing the cost between zero and its bound.

**Where the spiral appears in a calculation.** In density-functional work without spin–orbit coupling, the generalised Bloch theorem allows a spiral of wave vector $k$ (no longer the integer in `phase_succ`) to be computed in the chemical unit cell, without a supercell as long as the spiral. One computes the total energy for several small $k$, subtracts the value at $k=0$, and fits a parabola. For the classical chain treated here, with lattice spacing $a$ and $k=2\pi q/(Na)$, the energy difference per site is

$$J(1-\cos ka)\approx\tfrac12Ja^2k^2,$$

so the curvature at $k=0$ is $Ja^2$. In a metal, exchange with more distant neighbours also contributes to the fitted curvature, and the moment length can change with $k$.
